# A Jacobi amplitude iteration that cycles between 0 and −1 although a root exists

The model is the smallest case: two orthonormal determinants, one real amplitude, exact arithmetic, and the diagonal energy gap as denominator. When the coupling equals this gap and is nonzero, the iteration started at zero cycles although a root exists. So in this simplified one-amplitude model of a coupled-cluster solver, non-convergence does not imply that the amplitude equation lacks a solution.

```lean
import Mathlib

open Filter Topology

namespace JacobiAmplitudeIteration

noncomputable section
```

## Model

The reference \(|0\rangle\) has energy zero, the excited determinant \(|1\rangle\) has energy \(D\), and the coupling is \(b\):
\[ H=\begin{pmatrix}0&b\\ b&D\end{pmatrix}. \]

```lean
/-- Two-determinant Hamiltonian: reference energy `0`, excited-determinant energy `D`,
coupling `b`. -/
def hamiltonian (b D : ℝ) : Matrix (Fin 2) (Fin 2) ℝ := !![0, b; b, D]
```

The cluster operator \(T=t\,|1\rangle\langle 0|\) has its only entry in row 1, column 0.

```lean
/-- Cluster operator `T = t |1⟩⟨0|` with a single amplitude `t`. -/
def cluster (t : ℝ) : Matrix (Fin 2) (Fin 2) ℝ := !![0, 0; t, 0]
```

The amplitude equation is \(R(t)=0\) with \(R(t)=b+Dt-bt^2\).

```lean
/-- Residual `b + D t - b t²` of the amplitude equation. -/
def residual (b D t : ℝ) : ℝ := b + D * t - b * t ^ 2
```

A Jacobi step with level shift \(\sigma\) is \(t\mapsto t-R(t)/(D+\sigma)\).

```lean
/-- One Jacobi update with level shift `σ`: subtract the residual divided by the shifted
denominator `D + σ`. The plain Jacobi update is `σ = 0`. -/
def jacobiStep (b D σ t : ℝ) : ℝ := t - residual b D t / (D + σ)
```

The term `amplitude b D σ t₀ n` is the iterate \(t_n\) from the start value \(t_0\).

```lean
/-- The amplitudes produced by repeating the Jacobi update from the start value `t₀`. -/
def amplitude (b D σ t₀ : ℝ) : ℕ → ℝ
  | 0 => t₀
  | n + 1 => jacobiStep b D σ (amplitude b D σ t₀ n)
```

The convergence results below take \(b=D\neq0\), and the root of interest is then \(r=(1-\sqrt5)/2\).

```lean
/-- The amplitude `(1 - √5) / 2`. -/
def lowerRoot : ℝ := (1 - Real.sqrt 5) / 2
```

## Residual and step

Since \(\langle 0|1\rangle=0\), \(T^2=0\). The vector \((1+T)|0\rangle\) has components \((1,t)\), and \(H\) maps it to \((bt,\;b+Dt)\). Applying \(1-T\) subtracts \(t\) times the first component from the second:
\[ \langle 1|(1-T)H(1+T)|0\rangle=b+Dt-bt^2=R(t). \]
In Lean, `h1` and `h2` write out \(1\mp T\), and the entry `1 0` of the product is read off.

```lean
/-- The cluster operator squares to zero, and the element `⟨1| (1 - T) H (1 + T) |0⟩`
equals the residual. -/
theorem residual_eq_projection (b D t : ℝ) :
    cluster t * cluster t = 0 ∧
      ((1 - cluster t) * hamiltonian b D * (1 + cluster t)) 1 0 = residual b D t := by
  constructor
  · ext i j
    fin_cases i <;> fin_cases j <;> simp [cluster, Matrix.mul_apply, Fin.sum_univ_succ]
  · have h1 : 1 - cluster t = !![1, 0; -t, 1] := by
      rw [Matrix.one_fin_two]
      ext i j
      fin_cases i <;> fin_cases j <;> simp [cluster]
    have h2 : 1 + cluster t = !![1, 0; t, 1] := by
      rw [Matrix.one_fin_two]
      ext i j
      fin_cases i <;> fin_cases j <;> simp [cluster]
    rw [h1, h2, hamiltonian, Matrix.mul_fin_two, Matrix.mul_fin_two]
    simp [residual]
    ring
```

A fixed point satisfies \(R(t)/(D+\sigma)=0\), which for \(D+\sigma\neq0\) is equivalent to \(R(t)=0\).

```lean
/-- For a nonzero shifted denominator, the fixed points of the Jacobi update are exactly
the solutions of the amplitude equation. -/
theorem jacobiStep_fixed_iff {b D σ : ℝ} (h : D + σ ≠ 0) (t : ℝ) :
    jacobiStep b D σ t = t ↔ residual b D t = 0 := by
  unfold jacobiStep
  rw [sub_eq_self, div_eq_zero_iff]
  exact or_iff_left h
```

For \(b=D\neq0\) the residual is \(b(1+t-t^2)\), and \(b\) cancels in the step:
\[ \sigma=0:\quad t'=t-(1+t-t^2)=t^2-1, \]
\[ \sigma=b:\quad t'=t-\tfrac12(1+t-t^2)=\tfrac12(t^2+t-1). \]
The cancellations are `e0` and `e2`. From here on \(b=D\) is imposed by passing `b b`, and \(b=D=1\) is one instance.

```lean
/-- For `b = D ≠ 0` the plain update is `t ↦ t² - 1`, and the update with level shift
`σ = b` is `t ↦ (t² + t - 1) / 2`. -/
theorem jacobiStep_equal_coupling {b : ℝ} (hb : b ≠ 0) (t : ℝ) :
    jacobiStep b b 0 t = t ^ 2 - 1 ∧ jacobiStep b b b t = (t ^ 2 + t - 1) / 2 := by
  have h0 : b + 0 ≠ 0 := by simpa using hb
  have h2 : b + b ≠ 0 := fun h => hb (by linarith)
  have e0 : (b + b * t - b * t ^ 2) / (b + 0) = 1 + t - t ^ 2 := by
    rw [div_eq_iff h0]
    ring
  have e2 : (b + b * t - b * t ^ 2) / (b + b) = (1 + t - t ^ 2) / 2 := by
    rw [div_eq_iff h2]
    ring
  unfold jacobiStep residual
  constructor
  · rw [e0]
    ring
  · rw [e2]
    ring
```

## The root

Squaring gives \(r^2=(6-2\sqrt5)/4=(3-\sqrt5)/2=r+1\), which `linear_combination` obtains from \((\sqrt5)^2=5\). The bounds \(2<\sqrt5<3\) give \(-1<r<-\tfrac12\).

```lean
/-- The number `r = (1 - √5) / 2` satisfies `r² = r + 1` and lies strictly between
`-1` and `-1/2`. -/
theorem lowerRoot_spec :
    lowerRoot ^ 2 = lowerRoot + 1 ∧ -1 < lowerRoot ∧ lowerRoot < -1 / 2 := by
  have h5 : Real.sqrt 5 ^ 2 = 5 := Real.sq_sqrt (by norm_num)
  have h0 : 0 ≤ Real.sqrt 5 := Real.sqrt_nonneg 5
  have h2 : 2 < Real.sqrt 5 := by nlinarith
  have h3 : Real.sqrt 5 < 3 := by nlinarith
  unfold lowerRoot
  refine ⟨?_, by linarith, by linarith⟩
  linear_combination (1 / 4) * h5
```

Because \((t-r)(t+r-1)=t^2-t-(r^2-r)=t^2-t-1\), the residual factors (`hfac`) as
\[ R(t)=-b\,(t-r)(t+r-1). \]
For \(t\le1\) the last factor is at most \(r<0\), so on \([-1,1]\) the residual vanishes exactly at \(t=r\).

```lean
/-- For `b = D ≠ 0` an amplitude in `[-1, 1]` solves the amplitude equation exactly when
it equals `(1 - √5) / 2`. -/
theorem residual_eq_zero_iff {b : ℝ} (hb : b ≠ 0) {t : ℝ} (ht : t ∈ Set.Icc (-1 : ℝ) 1) :
    residual b b t = 0 ↔ t = lowerRoot := by
  obtain ⟨hr, _, hr2⟩ := lowerRoot_spec
  -- factor the residual; the second factor is negative on the interval
  have hfac : residual b b t = -b * ((t - lowerRoot) * (t + lowerRoot - 1)) := by
    unfold residual
    linear_combination (-b) * hr
  rw [hfac]
  constructor
  · intro h
    rcases mul_eq_zero.1 h with h | h
    · exact absurd (neg_eq_zero.1 h) hb
    · rcases mul_eq_zero.1 h with h | h
      · linarith
      · exfalso
        linarith [ht.2]
  · intro h
    rw [h]
    ring
```

## The two-cycle

The plain step sends \(0\) to \(-1\) and \(-1\) to \(0\). If \(t_{2n}=0\), then \(t_{2n+2}=(0^2-1)^2-1=0\), which is the induction `heven`; one further step gives \(t_{2n+1}=-1\).

```lean
/-- For `b = D ≠ 0` the plain Jacobi iteration started at `0` gives `0` at every even step
and `-1` at every odd step. -/
theorem amplitude_alternates {b : ℝ} (hb : b ≠ 0) (n : ℕ) :
    amplitude b b 0 0 (2 * n) = 0 ∧ amplitude b b 0 0 (2 * n + 1) = -1 := by
  have hstep : ∀ m, amplitude b b 0 0 (m + 1) = amplitude b b 0 0 m ^ 2 - 1 :=
    fun m => (jacobiStep_equal_coupling hb _).1
  have heven : amplitude b b 0 0 (2 * n) = 0 := by
    induction n with
    | zero => rfl
    | succ n ih =>
      have e : 2 * (n + 1) = 2 * n + 1 + 1 := by ring
      rw [e, hstep, hstep, ih]
      norm_num
  refine ⟨heven, ?_⟩
  rw [hstep, heven]
  norm_num
```

A limit \(L\) would also be the limit of the even and odd subsequences, whose indices tend to infinity (`h1`, `h2`). These subsequences are constant, so `tendsto_nhds_unique` gives \(L=0\) and \(L=-1\), a contradiction.

```lean
/-- For `b = D ≠ 0` the plain Jacobi iteration started at `0` has no limit. -/
theorem amplitude_not_convergent {b : ℝ} (hb : b ≠ 0) :
    ¬ ∃ L : ℝ, Tendsto (amplitude b b 0 0) atTop (𝓝 L) := by
  rintro ⟨L, hL⟩
  have h1 : Tendsto (fun n : ℕ => 2 * n) atTop atTop :=
    tendsto_atTop_atTop.2 fun N => ⟨N, fun n hn => by
      show N ≤ 2 * n
      omega⟩
  have h2 : Tendsto (fun n : ℕ => 2 * n + 1) atTop atTop :=
    tendsto_atTop_atTop.2 fun N => ⟨N, fun n hn => by
      show N ≤ 2 * n + 1
      omega⟩
  -- the even and odd subsequences are constant, with different values
  have e1 : Tendsto (fun _ : ℕ => (0 : ℝ)) atTop (𝓝 L) :=
    (hL.comp h1).congr (fun n => (amplitude_alternates hb n).1)
  have e2 : Tendsto (fun _ : ℕ => (-1 : ℝ)) atTop (𝓝 L) :=
    (hL.comp h2).congr (fun n => (amplitude_alternates hb n).2)
  have l1 : L = 0 := tendsto_nhds_unique e1 tendsto_const_nhds
  have l2 : L = -1 := tendsto_nhds_unique e2 tendsto_const_nhds
  linarith
```

The main theorem collects these facts. For every real \(b\neq0\) with \(D=b\) and \(\sigma=0\), the iterates from \(0\) are \(0\) at even steps and \(-1\) at odd steps, and no real number is their limit. At the same time \(r\) lies in \([-1,1]\), solves \(R=0\) and is a fixed point of the step.

```lean
/-- Main result: for `b = D ≠ 0` the plain Jacobi iteration from `0` alternates between
`0` and `-1` and has no limit, although `(1 - √5) / 2` lies in `[-1, 1]`, solves the
amplitude equation and is a fixed point of the update. -/
theorem jacobi_fails_despite_root {b : ℝ} (hb : b ≠ 0) :
    (∀ n, amplitude b b 0 0 (2 * n) = 0 ∧ amplitude b b 0 0 (2 * n + 1) = -1) ∧
      (¬ ∃ L : ℝ, Tendsto (amplitude b b 0 0) atTop (𝓝 L)) ∧
      lowerRoot ∈ Set.Icc (-1 : ℝ) 1 ∧ residual b b lowerRoot = 0 ∧
      jacobiStep b b 0 lowerRoot = lowerRoot := by
  obtain ⟨_, hr1, hr2⟩ := lowerRoot_spec
  have hmem : lowerRoot ∈ Set.Icc (-1 : ℝ) 1 := ⟨by linarith, by linarith⟩
  have hres : residual b b lowerRoot = 0 := (residual_eq_zero_iff hb hmem).2 rfl
  have h0 : b + 0 ≠ 0 := by simpa using hb
  exact ⟨amplitude_alternates hb, amplitude_not_convergent hb, hmem, hres,
    (jacobiStep_fixed_iff h0 _).2 hres⟩
```

## The root repels

For the plain step the error obeys
\[ t'-r=t^2-(r+1)=t^2-r^2=(t-r)(t+r). \]
Suppose \(t_n\to r\). Since \(r<-\tfrac12\), there is an \(N\) with \(t_n<-\tfrac12\) for all \(n\ge N\), and then \(t_n+r<-1\). The squared error therefore never drops below \((t_N-r)^2\) (`hmono`). It also tends to zero (`hlim`), so \(t_N=r\). Conversely, once an iterate equals \(r\) all later ones do (`hc`). Hence, from any real start, the plain iteration converges to \(r\) if and only if some iterate equals \(r\) exactly.

```lean
/-- For `b = D ≠ 0` and any start value, the plain Jacobi iteration converges to
`(1 - √5) / 2` if and only if some iterate equals it exactly. -/
theorem tendsto_lowerRoot_iff_hits {b : ℝ} (hb : b ≠ 0) (t₀ : ℝ) :
    Tendsto (amplitude b b 0 t₀) atTop (𝓝 lowerRoot) ↔
      ∃ N, amplitude b b 0 t₀ N = lowerRoot := by
  obtain ⟨hr, _, hr2⟩ := lowerRoot_spec
  have hstep : ∀ m, amplitude b b 0 t₀ (m + 1) = amplitude b b 0 t₀ m ^ 2 - 1 :=
    fun m => (jacobiStep_equal_coupling hb _).1
  generalize amplitude b b 0 t₀ = a at hstep ⊢
  constructor
  · intro h
    obtain ⟨N, hN⟩ := eventually_atTop.1 ((tendsto_order.1 h).2 _ hr2)
    -- below -1/2 the error is multiplied by a factor of modulus at least one
    have hmono : ∀ n, N ≤ n → (a N - lowerRoot) ^ 2 ≤ (a n - lowerRoot) ^ 2 := by
      intro n hn
      induction n, hn using Nat.le_induction with
      | base => exact le_rfl
      | succ n hn ih =>
        have e : a (n + 1) - lowerRoot = (a n - lowerRoot) * (a n + lowerRoot) := by
          rw [hstep]
          linear_combination hr
        have hx : a n + lowerRoot < -1 := by linarith [hN n hn]
        have h1 : 1 ≤ (a n + lowerRoot) ^ 2 := by
          nlinarith [sq_nonneg (a n + lowerRoot + 1)]
        rw [e, mul_pow]
        exact ih.trans (le_mul_of_one_le_right (sq_nonneg _) h1)
    -- an error that never drops below its value at step N and tends to zero is zero there
    have hlim : Tendsto (fun n => (a n - lowerRoot) ^ 2) atTop
        (𝓝 ((lowerRoot - lowerRoot) ^ 2)) := (h.sub_const lowerRoot).pow 2
    have hle : (a N - lowerRoot) ^ 2 ≤ (lowerRoot - lowerRoot) ^ 2 :=
      ge_of_tendsto hlim (eventually_atTop.2 ⟨N, hmono⟩)
    have hz : (lowerRoot - lowerRoot) ^ 2 = 0 := by ring
    have h0 : (a N - lowerRoot) ^ 2 = 0 := le_antisymm (hle.trans hz.le) (sq_nonneg _)
    exact ⟨N, sub_eq_zero.1 ((pow_eq_zero_iff two_ne_zero).1 h0)⟩
  · rintro ⟨N, hN⟩
    have hc : ∀ n, N ≤ n → a n = lowerRoot := by
      intro n hn
      induction n, hn using Nat.le_induction with
      | base => exact hN
      | succ n hn ih =>
        rw [hstep, ih]
        linear_combination hr
    exact tendsto_const_nhds.congr'
      (eventually_atTop.2 ⟨N, fun n hn => (hc n hn).symm⟩)
```

## A level shift restores convergence

With \(\sigma=b\), take \(-1\le t\le0\). Then \(t'+1=\tfrac12\bigl(t^2+(t+1)\bigr)\ge0\) and \(t'=\tfrac12\bigl(t(t+1)-1\bigr)\le0\), so the interval is preserved. Since \((t-r)(t+r+1)=t^2+t-r^2-r=t^2+t-1-2r\),
\[ t'-r=(t-r)\,\frac{t+r+1}{2}. \]
On the interval \(-1<r\le t+r+1\le r+1<\tfrac12\), so the factor has modulus at most \(\tfrac12\) (`hq`). The initial error is at most \(1\), because \(t_0\) and \(r\) both lie in \([-1,0]\). The induction `key` carries the two interval bounds and \(|t_n-r|\le2^{-n}\) together, and `squeeze_zero` turns the bound into \(t_n\to r\). The theorem holds for every start in \([-1,0]\), including the start \(0\) that cycles without the shift.

```lean
/-- For `b = D ≠ 0` and level shift `σ = b`, the iteration from any start in `[-1, 0]` is
within `2⁻ⁿ` of `(1 - √5) / 2` after `n` steps and converges to it. -/
theorem shifted_amplitude_converges {b : ℝ} (hb : b ≠ 0) {t₀ : ℝ}
    (ht : t₀ ∈ Set.Icc (-1 : ℝ) 0) :
    (∀ n, |amplitude b b b t₀ n - lowerRoot| ≤ (1 / 2) ^ n) ∧
      Tendsto (amplitude b b b t₀) atTop (𝓝 lowerRoot) := by
  obtain ⟨hr, hr1, hr2⟩ := lowerRoot_spec
  have hstart : amplitude b b b t₀ 0 = t₀ := rfl
  have hstep : ∀ m, amplitude b b b t₀ (m + 1) =
      (amplitude b b b t₀ m ^ 2 + amplitude b b b t₀ m - 1) / 2 :=
    fun m => (jacobiStep_equal_coupling hb _).2
  generalize amplitude b b b t₀ = a at hstart hstep ⊢
  -- the interval [-1, 0] is preserved and the error is at least halved at each step
  have key : ∀ n, -1 ≤ a n ∧ a n ≤ 0 ∧ |a n - lowerRoot| ≤ (1 / 2) ^ n := by
    intro n
    induction n with
    | zero =>
      rw [hstart, pow_zero]
      exact ⟨ht.1, ht.2, abs_le.2 ⟨by linarith [ht.1], by linarith [ht.2]⟩⟩
    | succ n ih =>
      obtain ⟨h1, h2, h3⟩ := ih
      have h4 : 0 ≤ a n + 1 := by linarith
      refine ⟨?_, ?_, ?_⟩
      · rw [hstep]
        nlinarith [sq_nonneg (a n)]
      · rw [hstep]
        nlinarith [mul_nonneg (neg_nonneg.2 h2) h4]
      · have e : a (n + 1) - lowerRoot =
            (a n - lowerRoot) * ((a n + lowerRoot + 1) / 2) := by
          rw [hstep]
          linear_combination (1 / 2) * hr
        have hq : |(a n + lowerRoot + 1) / 2| ≤ 1 / 2 :=
          abs_le.2 ⟨by linarith, by linarith⟩
        rw [e, abs_mul, pow_succ]
        exact mul_le_mul h3 hq (abs_nonneg _) (by positivity)
  refine ⟨fun n => (key n).2.2, ?_⟩
  have hp : Tendsto (fun n : ℕ => (1 / 2 : ℝ) ^ n) atTop (𝓝 0) :=
    tendsto_pow_atTop_nhds_zero_of_lt_one (by norm_num) (by norm_num)
  refine tendsto_iff_dist_tendsto_zero.2
    (squeeze_zero (fun _ => dist_nonneg) (fun n => ?_) hp)
  show dist (a n) lowerRoot ≤ (1 / 2) ^ n
  rw [Real.dist_eq]
  exact (key n).2.2

end

end JacobiAmplitudeIteration
```

```lean
#print axioms JacobiAmplitudeIteration.residual_eq_projection
#print axioms JacobiAmplitudeIteration.jacobi_fails_despite_root
#print axioms JacobiAmplitudeIteration.tendsto_lowerRoot_iff_hits
#print axioms JacobiAmplitudeIteration.shifted_amplitude_converges
```

```
'JacobiAmplitudeIteration.residual_eq_projection' depends on axioms: [propext, Classical.choice, Quot.sound]
'JacobiAmplitudeIteration.jacobi_fails_despite_root' depends on axioms: [propext, Classical.choice, Quot.sound]
'JacobiAmplitudeIteration.tendsto_lowerRoot_iff_hits' depends on axioms: [propext, Classical.choice, Quot.sound]
'JacobiAmplitudeIteration.shifted_amplitude_converges' depends on axioms: [propext, Classical.choice, Quot.sound]
```

## Scope

The convergence statements concern \(b=D\) and the two shifts \(0\) and \(b\). They say nothing about other ratios \(b/D\), several amplitudes, extrapolating solvers or rounding.

The following remarks are hand arguments with no Lean counterpart above. No matrix exponential is defined; \(T^2=0\) terminates its series, which makes \(1\pm T\) equal to \(e^{\pm T}\) and \(R\) the projection of \(e^{-T}He^{T}\). At the root, \((1,r)\) is an eigenvector of \(H\) with energy \(br\), the lower eigenvalue for \(b>0\) and the upper one for \(b<0\). The main theorem needs the hypothesis \(b\neq0\): for \(b=D=0\) every \(t\) solves \(R=0\), and because Lean sets division by zero to zero the step is the identity, so the iteration from \(0\) converges. The second root \(1-r=(1+\sqrt5)/2>1\) shows that neither interval hypothesis can simply be dropped. It breaks uniqueness once the condition \(t\in[-1,1]\) is removed, and as a fixed point of the shifted step it is a start that never approaches \(r\).
